# Highest tensor components on one spin multiplet are multiples of J₊^k

Let n and k be natural numbers. The spin is n/2, ħ = 1, and the n+1 states are numbered i = 0, …, n from the highest weight down, so state i has magnetic quantum number n/2 − i. The only entries of Jz and J₊ that can be nonzero are

(Jz)_ii = n/2 − i

(J₊)_i,i+1 = √((i+1)(n−i))

and J₋ is the adjoint of J₊. A complex matrix T on these states is called a highest component of rank k if

[Jz, T] = kT and [J₊, T] = 0.

The first condition says that T raises the magnetic quantum number by k, the second that no component lies above T.

## One constant per rank

T is a highest component of rank k if and only if T = c J₊^k for some complex c. The power J₊^k is nonzero exactly when k ≤ n. The same c relates every repeated commutator of J₋ with T to the corresponding one built from J₊^k.

## Operator equivalents in a spin-Hamiltonian code

Within a single finite spin multiplet, a code may replace a tensor operator by a polynomial in the spin matrices with one prefactor per rank. To find the prefactor for k ≤ n, read one entry and divide:

c = T_0k / (J₊^k)_0k, with (J₊^k)_0k = √(k! n!/(n−k)!).

For spin 1 and k = 2 the denominator is 2. The norm of T − cJ₊^k then tests whether T was a highest component at all. For spin 1/2 and k = 2, T must vanish, which is why a single spin 1/2 has no quadrupolar term.

Write T_q, with a single subscript, for the component that raises the magnetic quantum number by q, so T_k = T. The lower components follow by commutation with J₋. With the usual normalisation, for −k < q ≤ k,

T_(q−1) = [J₋, T_q] / √((k+q)(k−q+1)).

The file's `lowered` omits the square roots; they are the same for both operators, so c is unaffected.

## From two commutators to one constant

**Selection rule.** The (i,j) entry of [Jz, T] = kT reads

(j − i − k) T_ij = 0,

so T_ij = 0 unless j = i + k. If k > n, no such pair exists and T = 0.

**First row.** Suppose X commutes with J₊ and its row 0 vanishes. If row i vanishes and i < n, then

√((i+1)(n−i)) X_i+1,j = (J₊X)_ij = (XJ₊)_ij = Σ_l X_il (J₊)_lj = 0.

The root is nonzero, so row i+1 vanishes. By induction X = 0.

**J₊^k qualifies.** It commutes with J₊. The entries of [Jz, J₊] are (j−i)(J₊)_ij, nonzero only for j = i+1, so [Jz, J₊] = J₊. Starting from [Jz, 1] = 0, induction gives

[Jz, J₊^(k+1)] = [Jz, J₊^k]J₊ + J₊^k[Jz, J₊] = (k+1)J₊^(k+1).

By the selection rule, J₊^k = 0 for k > n. For k ≤ n, its (0,k) entry is the product of √((i+1)(n−i)) over i = 0, …, k−1, which is nonzero.

**The constant.** For k ≤ n, take c as above and X = T − cJ₊^k. Then X_0k = 0, the selection rule clears the rest of row 0, and X = 0. For k > n both sides vanish. Conversely, both conditions are linear in T, so every cJ₊^k satisfies them. Commutation with J₋ is linear too, so c survives each lowering.

## Collapsing a matrix product to one term

The Lean proof follows these steps: `selection_rule`, `eq_zero_of_first_row`, `isHighestComponent_witness` and `Jp_pow_top_ne_zero` feed `highest_component_iff`.

The row induction turns on `Finset.sum_eq_single`, which reduces a finite sum to one term once all the others are shown to vanish. `Matrix.mul_apply` exposes the sum in (J₊T)_ij, and `Jp_eq_zero` removes every term except l = i+1. `Jp_ne_zero` then allows the cancellation.

```lean
import Mathlib

open Matrix

namespace WignerEckartCore

noncomputable section

/-- The matrix of `Jz` for spin `n/2`, in units of ħ, with the states ordered from the
highest weight `n/2` downwards. -/
def Jz (n : ℕ) : Matrix (Fin (n + 1)) (Fin (n + 1)) ℂ :=
  Matrix.diagonal fun i => (n : ℂ) / 2 - ((i : ℕ) : ℂ)

/-- The raising matrix `J₊` for spin `n/2`: its entry at `(i, i+1)` is `√((i+1)(n-i))`,
and all other entries vanish. -/
def Jp (n : ℕ) : Matrix (Fin (n + 1)) (Fin (n + 1)) ℂ :=
  Matrix.of fun i j => if (j : ℕ) = (i : ℕ) + 1 then
    ((Real.sqrt ((((i : ℕ) : ℝ) + 1) * ((n : ℝ) - ((i : ℕ) : ℝ))) : ℝ) : ℂ) else 0

/-- The lowering matrix `J₋`, the adjoint of `J₊`. -/
def Jm (n : ℕ) : Matrix (Fin (n + 1)) (Fin (n + 1)) ℂ := (Jp n)ᴴ

/-- `T` behaves as the highest component of a rank-`k` tensor operator:
`[Jz, T] = k T` and `[J₊, T] = 0`. -/
def IsHighestComponent (n k : ℕ) (T : Matrix (Fin (n + 1)) (Fin (n + 1)) ℂ) : Prop :=
  Jz n * T - T * Jz n = (k : ℂ) • T ∧ Jp n * T - T * Jp n = 0

/-- The operator obtained from `T` by taking the commutator with `J₋` from the left
`m` times. -/
def lowered (n : ℕ) (T : Matrix (Fin (n + 1)) (Fin (n + 1)) ℂ) :
    ℕ → Matrix (Fin (n + 1)) (Fin (n + 1)) ℂ
  | 0 => T
  | m + 1 => Jm n * lowered n T m - lowered n T m * Jm n

variable {n k : ℕ} {T : Matrix (Fin (n + 1)) (Fin (n + 1)) ℂ}

/-- The entry of `J₊` at `(i, j)` vanishes unless `j = i + 1`. -/
lemma Jp_eq_zero {i j : Fin (n + 1)} (h : (j : ℕ) ≠ (i : ℕ) + 1) : Jp n i j = 0 := by
  simp [Jp, h]

/-- The matrix element of `J₊` from each state to the next higher one is nonzero. -/
lemma Jp_ne_zero {i j : Fin (n + 1)} (h : (j : ℕ) = (i : ℕ) + 1) : Jp n i j ≠ 0 := by
  have hj := j.isLt
  have hi : ((i : ℕ) : ℝ) + 1 ≤ (n : ℝ) := by
    exact_mod_cast (show (i : ℕ) + 1 ≤ n by omega)
  have hpos : 0 < (((i : ℕ) : ℝ) + 1) * ((n : ℝ) - ((i : ℕ) : ℝ)) :=
    mul_pos (by positivity) (by linarith)
  simp only [Jp, Matrix.of_apply, if_pos h]
  exact Complex.ofReal_ne_zero.mpr (Real.sqrt_pos.mpr hpos).ne'

/-- Selection rule: if `[Jz, T] = k T`, then the entry of `T` at `(i, j)` vanishes unless
`j = i + k`, that is, unless it raises the magnetic quantum number by `k`. -/
theorem selection_rule (hz : Jz n * T - T * Jz n = (k : ℂ) • T) {i j : Fin (n + 1)}
    (h : (j : ℕ) ≠ (i : ℕ) + k) : T i j = 0 := by
  have e := congrFun (congrFun hz i) j
  simp only [Jz, Matrix.sub_apply, Matrix.diagonal_mul, Matrix.mul_diagonal,
    Matrix.smul_apply, smul_eq_mul] at e
  have hne : ((j : ℕ) : ℂ) - (((i : ℕ) : ℂ) + (k : ℂ)) ≠ 0 := by
    intro h0
    apply h
    exact_mod_cast sub_eq_zero.mp h0
  have hmul : (((j : ℕ) : ℂ) - (((i : ℕ) : ℂ) + (k : ℂ))) * T i j = 0 := by
    linear_combination e
  exact (mul_eq_zero.mp hmul).resolve_left hne

/-- An operator that commutes with `J₊` and whose matrix elements into the highest
state all vanish is zero. -/
theorem eq_zero_of_first_row (hp : Jp n * T = T * Jp n) (h0 : ∀ j, T 0 j = 0) : T = 0 := by
  have rows : ∀ (m : ℕ) (hm : m < n + 1) (j : Fin (n + 1)), T ⟨m, hm⟩ j = 0 := by
    intro m
    induction m with
    | zero => exact fun _ j => h0 j
    | succ m ih =>
      intro hm j
      have hm' : m < n + 1 := by omega
      -- row m of the commutator contains only row m + 1 of T
      have hl : (Jp n * T) ⟨m, hm'⟩ j
          = Jp n ⟨m, hm'⟩ ⟨m + 1, hm⟩ * T ⟨m + 1, hm⟩ j := by
        rw [Matrix.mul_apply]
        refine Finset.sum_eq_single _ (fun l _ hl => ?_)
          (fun h => absurd (Finset.mem_univ _) h)
        rw [Jp_eq_zero (fun h => hl (Fin.ext h)), zero_mul]
      have hr : (T * Jp n) ⟨m, hm'⟩ j = 0 := by
        rw [Matrix.mul_apply]
        exact Finset.sum_eq_zero fun l _ => by rw [ih hm' l, zero_mul]
      rw [hp, hr] at hl
      exact (mul_eq_zero.mp hl.symm).resolve_left (Jp_ne_zero rfl)
  ext i j
  exact rows i i.isLt j

/-- The ladder relation `[Jz, J₊] = J₊`. -/
theorem Jz_Jp_commutator (n : ℕ) : Jz n * Jp n - Jp n * Jz n = Jp n := by
  ext i j
  simp only [Jz, Matrix.sub_apply, Matrix.diagonal_mul, Matrix.mul_diagonal]
  by_cases h : (j : ℕ) = (i : ℕ) + 1
  · have hc : ((j : ℕ) : ℂ) = ((i : ℕ) : ℂ) + 1 := by exact_mod_cast h
    rw [hc]
    ring
  · rw [Jp_eq_zero h]
    ring

/-- The power `J₊^k` satisfies `[Jz, J₊^k] = k J₊^k` and `[J₊, J₊^k] = 0`. -/
theorem isHighestComponent_witness (n k : ℕ) : IsHighestComponent n k (Jp n ^ k) := by
  refine ⟨?_, by rw [← pow_succ, ← pow_succ', sub_self]⟩
  induction k with
  | zero => simp
  | succ k ih =>
    -- Leibniz rule for the commutator with Jz
    calc Jz n * Jp n ^ (k + 1) - Jp n ^ (k + 1) * Jz n
        = (Jz n * Jp n ^ k - Jp n ^ k * Jz n) * Jp n
          + Jp n ^ k * (Jz n * Jp n - Jp n * Jz n) := by
          rw [pow_succ, sub_mul, mul_sub]
          simp only [mul_assoc]
          abel
      _ = ((k + 1 : ℕ) : ℂ) • Jp n ^ (k + 1) := by
          rw [ih, Jz_Jp_commutator, smul_mul_assoc, ← pow_succ]
          push_cast
          module

/-- For `k ≤ n`, the operator `J₊^k` has a nonzero matrix element from the state `k` steps
below the top to the highest state. -/
lemma Jp_pow_top_ne_zero (k : ℕ) (hk : k < n + 1) : (Jp n ^ k) 0 ⟨k, hk⟩ ≠ 0 := by
  induction k with
  | zero =>
    rw [pow_zero]
    change (1 : Matrix (Fin (n + 1)) (Fin (n + 1)) ℂ) 0 0 ≠ 0
    simp
  | succ k ih =>
    have hk' : k < n + 1 := by omega
    have e : (Jp n ^ (k + 1)) 0 ⟨k + 1, hk⟩
        = (Jp n ^ k) 0 ⟨k, hk'⟩ * Jp n ⟨k, hk'⟩ ⟨k + 1, hk⟩ := by
      rw [pow_succ, Matrix.mul_apply]
      refine Finset.sum_eq_single _ (fun l _ hl => ?_)
        (fun h => absurd (Finset.mem_univ _) h)
      rw [Jp_eq_zero (fun h => hl (Fin.ext (Nat.succ.inj h).symm)), mul_zero]
    rw [e]
    exact mul_ne_zero (ih hk') (Jp_ne_zero rfl)

/-- For spin `n/2`, the power `J₊^k` is nonzero exactly when `k ≤ n`. -/
theorem Jp_pow_ne_zero_iff (n k : ℕ) : Jp n ^ k ≠ 0 ↔ k ≤ n := by
  constructor
  · intro h
    by_contra hk
    apply h
    ext i j
    have hj := j.isLt
    exact selection_rule (isHighestComponent_witness n k).1 (by omega)
  · intro hk h
    apply Jp_pow_top_ne_zero (n := n) k (by omega)
    rw [h]
    rfl

/-- Core of the Wigner-Eckart theorem: on spin `n/2`, a matrix `T` satisfies
`[Jz, T] = k T` and `[J₊, T] = 0` exactly when it is a scalar multiple of `J₊^k`. -/
theorem highest_component_iff : IsHighestComponent n k T ↔ ∃ c : ℂ, T = c • Jp n ^ k := by
  have hP := isHighestComponent_witness n k
  constructor
  · intro hT
    by_cases hk : k < n + 1
    · -- fix the constant by one matrix element into the highest state
      refine ⟨T 0 ⟨k, hk⟩ / (Jp n ^ k) 0 ⟨k, hk⟩, sub_eq_zero.mp ?_⟩
      apply eq_zero_of_first_row
      · rw [mul_sub, sub_mul, mul_smul_comm, smul_mul_assoc, sub_eq_zero.mp hT.2,
          sub_eq_zero.mp hP.2]
      · intro j
        rw [Matrix.sub_apply, Matrix.smul_apply, smul_eq_mul]
        by_cases hj : (j : ℕ) = k
        · have hj' : j = ⟨k, hk⟩ := Fin.ext hj
          rw [hj', div_mul_cancel₀ _ (Jp_pow_top_ne_zero k hk), sub_self]
        · have hj' : (j : ℕ) ≠ ((0 : Fin (n + 1)) : ℕ) + k := by simpa using hj
          rw [selection_rule hT.1 hj', selection_rule hP.1 hj', mul_zero, sub_zero]
    · refine ⟨0, ?_⟩
      rw [zero_smul]
      ext i j
      have hj := j.isLt
      exact selection_rule hT.1 (by omega)
  · rintro ⟨c, rfl⟩
    constructor
    · rw [mul_smul_comm, smul_mul_assoc, ← smul_sub, hP.1, smul_comm]
    · rw [mul_smul_comm, smul_mul_assoc, ← smul_sub, hP.2, smul_zero]

/-- If `[Jz, T] = k T` and `[J₊, T] = 0`, then a single constant relates all operators
obtained from `T` by repeated commutation with `J₋` to those obtained from `J₊^k`. -/
theorem common_reduced_element (hT : IsHighestComponent n k T) :
    ∃ c : ℂ, ∀ m, lowered n T m = c • lowered n (Jp n ^ k) m := by
  obtain ⟨c, hc⟩ := highest_component_iff.mp hT
  refine ⟨c, fun m => ?_⟩
  induction m with
  | zero => exact hc
  | succ m ih =>
    simp only [lowered]
    rw [ih, mul_smul_comm, smul_mul_assoc, ← smul_sub]

end

end WignerEckartCore
```

```lean
#print axioms WignerEckartCore.Jp_pow_ne_zero_iff
#print axioms WignerEckartCore.highest_component_iff
#print axioms WignerEckartCore.common_reduced_element
```

```
'WignerEckartCore.Jp_pow_ne_zero_iff' depends on axioms: [propext, Classical.choice, Quot.sound]
'WignerEckartCore.highest_component_iff' depends on axioms: [propext, Classical.choice, Quot.sound]
'WignerEckartCore.common_reduced_element' depends on axioms: [propext, Classical.choice, Quot.sound]
```

## A single multiplet, without Clebsch–Gordan coefficients

`IsHighestComponent n k T` is the pair of commutator conditions, and `highest_component_iff` holds for all n and k, including the one-state case n = 0. `Jp_pow_ne_zero_iff` gives the cutoff, and `common_reduced_element` gives one c for any number of lowerings.

For k ≤ n this c is unique and is the reduced matrix element relative to J₊^k, not in a standard tabulated normalisation; for k > n both operators vanish and c is arbitrary. The Wigner–Eckart theorem also treats operators between different multiplets and factors out Clebsch–Gordan coefficients; these theorems do neither. They concern matrices with exact complex entries, so rounding errors and the tolerance for the residual test remain the code's responsibility.
